# In a periodic cell of length L, a slab of thickness t with uniform charge σ per area and a uniform neutralising background has field energy πσ²(L−t)²/(6L) per area in Gaussian units

Q: A slab of thickness $t$ carries charge $\sigma$ per area, spread uniformly through its thickness. It sits at the centre of a periodic cell of length $L$ along its normal $z$, and a uniform background makes the cell neutral. Take $\sigma=1$, $t=1$ and $L=2$ in Gaussian units. What are the field and its energy per area?

A: The net charge density is $1-\tfrac12=\tfrac12$ inside the slab and $-\tfrac12$ outside. Gauss's law, $E'=4\pi\rho$, gives slopes $2\pi$ and $-2\pi$. By symmetry the field is $0$ at the centre, so it rises to $\pi$ at the right face and falls back to $0$ at the cell edge, with the mirror image, sign reversed, on the left. Four ramps of length $\tfrac12$ give $\int E^2dz=4\cdot\tfrac12\cdot\pi^2/3=2\pi^2/3$, and dividing by $8\pi$ gives $\pi/12$. A longer cell keeps a strong field over a longer distance, so the energy grows.

Q: And for general $0<t<L$?

A: Put $E(0)=c$. Inside the slab, $E=c+4\pi\sigma(1/t-1/L)z$. Continuity at the faces then gives $E=c+4\pi\sigma(\pm\tfrac12-z/L)$ outside, with plus on the right. The potential is periodic, so the field has zero mean over the cell. Everything except $c$ is odd, which forces $c=0$. The field at the right face is $E_f=2\pi\sigma(L-t)/L$, and it vanishes at $z=\pm L/2$. A ramp of length $\ell$ between $0$ and $\pm E_f$ contributes $E_f^2\ell/3$ to $\int E^2dz$, and the ramp lengths add up to $L$, so
$$\frac{1}{8\pi}\int_{-L/2}^{L/2}E^2\,dz=\frac{E_f^2L}{24\pi}=\frac{\pi\sigma^2(L-t)^2}{6L}.$$

Q: Does the Lean file describe that same charge?

A: Yes. `density` is the slab's charge density plus the background density $-\sigma/L$, and for $0<t<L$ it integrates to zero over the cell.

```lean
import Mathlib

open Set Filter
open scoped Topology Real

namespace ChargedSlabCell

noncomputable section

/-- Charge density of a centred slab with charge `σ` per area and thickness `t`, together with the
uniform background `-σ/L` of a cell of length `L`; meant for `0 < t < L`. -/
def density (σ t L z : ℝ) : ℝ := (if |z| < t / 2 then σ / t else 0) - σ / L
```

Q: What counts as a field? Gauss's law "piecewise" sounds too weak.

A: By itself it is. `gauss` omits the two faces, where the density jumps, and `cont` rules out hidden sheets of charge there. `zero_mean` says that there is no potential drop across the cell, as for a periodic potential. Without it uniqueness fails: in the example above, $E+1$ is also continuous and obeys Gauss's law, but its energy is larger by $2/(8\pi)=1/(4\pi)$.

```lean
/-- A field on the cell `[-L/2, L/2]` that is continuous, obeys Gauss's law (Gaussian units)
away from the slab faces, and has zero mean. -/
structure IsCellField (σ t L : ℝ) (E : ℝ → ℝ) : Prop where
  cont : ContinuousOn E (Icc (-(L / 2)) (L / 2))
  gauss : ∀ z ∈ Ioo (-(L / 2)) (L / 2), |z| ≠ t / 2 → HasDerivAt E (4 * π * density σ t L z) z
  zero_mean : ∫ z in (-(L / 2))..(L / 2), E z = 0

/-- Field energy per area of one cell, the integral of `E²` divided by `8π`. -/
def cellEnergy (L : ℝ) (E : ℝ → ℝ) : ℝ := (∫ z in (-(L / 2))..(L / 2), E z ^ 2) / (8 * π)
```

Q: Is there such a field at all?

A: `slabField` writes the three pieces as one formula by clamping $z$ to the slab, and `slabField_profile` recovers them. In `slabField_isCellField`, the field agrees with a linear function near each point off the faces, which gives the derivative. Oddness gives the zero mean.

```lean
/-- The explicit field, in which `z` is clamped to the slab in the first term; meant for `0 < t <
L`. -/
def slabField (σ t L z : ℝ) : ℝ :=
  4 * π * σ * (max (-(t / 2)) (min z (t / 2)) / t - z / L)

/-- The explicit field is linear to the left of the slab, inside it, and to its right. -/
theorem slabField_profile {σ t L : ℝ} (ht : 0 < t) (z : ℝ) :
    (z ≤ -(t / 2) → slabField σ t L z = 4 * π * σ * (-(1 / 2) - z / L)) ∧
    (-(t / 2) ≤ z → z ≤ t / 2 → slabField σ t L z = 4 * π * σ * (1 / t - 1 / L) * z) ∧
    (t / 2 ≤ z → slabField σ t L z = 4 * π * σ * (1 / 2 - z / L)) := by
  refine ⟨fun h => ?_, fun h1 h2 => ?_, fun h => ?_⟩
  · have e : -(t / 2) / t = -(1 / 2) := by field_simp
    rw [slabField, min_eq_left (by linarith), max_eq_left h, e]
  · rw [slabField, min_eq_left h2, max_eq_right h1]
    ring
  · have e : t / 2 / t = 1 / 2 := by field_simp
    rw [slabField, min_eq_right h, max_eq_right (by linarith), e]

/-- The explicit field is continuous. -/
theorem slabField_continuous (σ t L : ℝ) : Continuous (slabField σ t L) := by
  show Continuous (fun z : ℝ => 4 * π * σ * (max (-(t / 2)) (min z (t / 2)) / t - z / L))
  fun_prop

/-- The explicit field is continuous, obeys Gauss's law piecewise and has zero mean. -/
theorem slabField_isCellField {σ t L : ℝ} (ht : 0 < t) :
    IsCellField σ t L (slabField σ t L) := by
  have p := slabField_profile (σ := σ) (L := L) ht
  refine ⟨(slabField_continuous σ t L).continuousOn, fun z _ hz => ?_, ?_⟩
  · rcases lt_or_gt_of_ne hz with h | h
    · obtain ⟨h1, h2⟩ := abs_lt.mp h
      refine (((hasDerivAt_id' z).const_mul
        (4 * π * σ * (1 / t - 1 / L))).congr_of_eventuallyEq ?_).congr_deriv ?_
      · filter_upwards [Ioo_mem_nhds h1 h2] with x hx
        exact (p x).2.1 hx.1.le hx.2.le
      · rw [density, if_pos h]
        ring
    · have hn : ¬ |z| < t / 2 := not_lt_of_ge h.le
      rcases lt_abs.mp h with h1 | h1
      · refine (((((hasDerivAt_id' z).div_const L).const_sub (1 / 2)).const_mul
          (4 * π * σ)).congr_of_eventuallyEq ?_).congr_deriv ?_
        · filter_upwards [Ioi_mem_nhds h1] with x hx
          exact (p x).2.2 (le_of_lt hx)
        · rw [density, if_neg hn]
          ring
      · have h2 : z < -(t / 2) := by linarith
        refine (((((hasDerivAt_id' z).div_const L).const_sub (-(1 / 2))).const_mul
          (4 * π * σ)).congr_of_eventuallyEq ?_).congr_deriv ?_
        · filter_upwards [Iio_mem_nhds h2] with x hx
          exact (p x).1 (le_of_lt hx)
        · rw [density, if_neg hn]
          ring
  · -- the field is odd, so its integral over the centred cell vanishes
    have odd : ∀ z, slabField σ t L (-z) = -slabField σ t L z := by
      intro z
      rcases le_total z (-(t / 2)) with h | h
      · rw [(p z).1 h, (p (-z)).2.2 (by linarith)]
        ring
      · rcases le_total z (t / 2) with h' | h'
        · rw [(p z).2.1 h h', (p (-z)).2.1 (by linarith) (by linarith)]
          ring
        · rw [(p z).2.2 h', (p (-z)).1 (by linarith)]
          ring
    have h := intervalIntegral.integral_comp_neg (a := -(L / 2)) (b := L / 2) (slabField σ t L)
    rw [neg_neg] at h
    simp only [odd, intervalIntegral.integral_neg] at h
    linarith
```

Q: Could a different field satisfy the same conditions?

A: Not within the cell. Let `D` be the difference of two such fields. Its derivative vanishes on each piece, so the mean value theorem, used in `eq_left_of_deriv_zero`, makes it constant there. Continuity joins the three constants into one, and zero mean makes that one zero. Values outside the cell are left free.

```lean
/-- A continuous function whose derivative vanishes inside an interval keeps its left value. -/
theorem eq_left_of_deriv_zero {f : ℝ → ℝ} {a b x : ℝ} (hc : ContinuousOn f (Icc a b))
    (hd : ∀ y ∈ Ioo a b, HasDerivAt f 0 y) (hx : x ∈ Icc a b) : f x = f a := by
  rcases hx.1.eq_or_lt with h | h
  · rw [h]
  · obtain ⟨c, _, h2⟩ := exists_hasDerivAt_eq_slope f (fun _ => 0) h
      (hc.mono (Icc_subset_Icc_right hx.2)) (fun y hy => hd y ⟨hy.1, hy.2.trans_le hx.2⟩)
    have h3 : (f x - f a) / (x - a) = 0 := h2.symm
    rcases div_eq_zero_iff.mp h3 with h4 | h4 <;> linarith

/-- Two cell fields of the same slab agree everywhere in the cell. -/
theorem cellField_unique {σ t L : ℝ} {E F : ℝ → ℝ} (ht : 0 < t) (htL : t < L)
    (hE : IsCellField σ t L E) (hF : IsCellField σ t L F) :
    EqOn E F (Icc (-(L / 2)) (L / 2)) := by
  have hle : -(L / 2) ≤ L / 2 := by linarith
  obtain ⟨D, hD⟩ : ∃ D : ℝ → ℝ, D = fun z => E z - F z := ⟨_, rfl⟩
  have hc : ContinuousOn D (Icc (-(L / 2)) (L / 2)) := by
    rw [hD]
    exact hE.cont.sub hF.cont
  have hd : ∀ z ∈ Ioo (-(L / 2)) (L / 2), |z| ≠ t / 2 → HasDerivAt D 0 z := by
    intro z hz h
    rw [hD]
    exact ((hE.gauss z hz h).fun_sub (hF.gauss z hz h)).congr_deriv (sub_self _)
  -- the difference is constant on each of the three pieces
  have hl : ∀ z ∈ Icc (-(L / 2)) (-(t / 2)), D z = D (-(L / 2)) := fun z hz =>
    eq_left_of_deriv_zero (hc.mono (Icc_subset_Icc le_rfl (by linarith)))
      (fun y hy => hd y ⟨hy.1, by linarith [hy.2]⟩ (fun h => by
        rw [abs_of_neg (by linarith [hy.2])] at h
        linarith [hy.2])) hz
  have hm : ∀ z ∈ Icc (-(t / 2)) (t / 2), D z = D (-(t / 2)) := fun z hz =>
    eq_left_of_deriv_zero (hc.mono (Icc_subset_Icc (by linarith) (by linarith)))
      (fun y hy => hd y ⟨by linarith [hy.1], by linarith [hy.2]⟩
        (abs_lt.mpr ⟨hy.1, hy.2⟩).ne) hz
  have hr : ∀ z ∈ Icc (t / 2) (L / 2), D z = D (t / 2) := fun z hz =>
    eq_left_of_deriv_zero (hc.mono (Icc_subset_Icc (by linarith) le_rfl))
      (fun y hy => hd y ⟨by linarith [hy.1], hy.2⟩ (fun h => by
        rw [abs_of_pos (by linarith [hy.1])] at h
        linarith [hy.1])) hz
  have e1 := hl (-(t / 2)) ⟨by linarith, le_rfl⟩
  have e2 := hm (t / 2) ⟨by linarith, le_rfl⟩
  have hconst : ∀ z ∈ Icc (-(L / 2)) (L / 2), D z = D (-(L / 2)) := by
    intro z hz
    rcases le_total z (-(t / 2)) with h | h
    · exact hl z ⟨hz.1, h⟩
    · rcases le_total z (t / 2) with h' | h'
      · exact (hm z ⟨h, h'⟩).trans e1
      · exact (hr z ⟨h', hz.2⟩).trans (e2.trans e1)
  -- zero mean fixes the constant
  have i1 : ∫ z in (-(L / 2))..(L / 2), D z = 0 := by
    rw [hD, intervalIntegral.integral_sub (hE.cont.intervalIntegrable_of_Icc hle)
      (hF.cont.intervalIntegrable_of_Icc hle), hE.zero_mean, hF.zero_mean, sub_zero]
  have i2 : ∫ z in (-(L / 2))..(L / 2), D z = ∫ _ in (-(L / 2))..(L / 2), D (-(L / 2)) :=
    intervalIntegral.integral_congr (fun z hz => hconst z (by rwa [uIcc_of_le hle] at hz))
  rw [i1, intervalIntegral.integral_const, smul_eq_mul] at i2
  have h0 : D (-(L / 2)) = 0 :=
    (mul_eq_zero.mp i2.symm).resolve_left (by linarith : 0 < L / 2 - -(L / 2)).ne'
  intro z hz
  have h := (hconst z hz).trans h0
  rw [hD] at h
  exact sub_eq_zero.mp h
```

Q: So the energy belongs to every admissible field?

A: Yes, `slab_cell_energy` says so for any real $\sigma$. The proof replaces `E` by the explicit field, splits the integral at the faces and applies `integral_affine_sq` to each piece. Then `field_simp` and `ring` do the algebra that I did with ramps.

```lean
/-- The integral of the square of a linear field profile. -/
theorem integral_affine_sq (p q a b : ℝ) : ∫ z in a..b, (p * z + q) ^ 2 =
    p ^ 2 / 3 * (b ^ 3 - a ^ 3) + p * q * (b ^ 2 - a ^ 2) + q ^ 2 * (b - a) := by
  have h : ∀ z ∈ uIcc a b, HasDerivAt
      (fun z : ℝ => p ^ 2 / 3 * z ^ 3 + (p * q * z ^ 2 + q ^ 2 * z)) ((p * z + q) ^ 2) z := by
    intro z _
    refine (((hasDerivAt_pow 3 z).const_mul (p ^ 2 / 3)).fun_add
      (((hasDerivAt_pow 2 z).const_mul (p * q)).fun_add
        ((hasDerivAt_id' z).const_mul (q ^ 2)))).congr_deriv ?_
    simp only [Nat.cast_ofNat, Nat.reduceSub]
    ring
  rw [intervalIntegral.integral_eq_sub_of_hasDerivAt h
    (Continuous.intervalIntegrable (by fun_prop) _ _)]
  ring

/-- For `0 < t < L` the explicit field is a cell field, every cell field equals it in the cell,
and the energy per area is `πσ²(L-t)²/(6L)`. -/
theorem slab_cell_energy {σ t L : ℝ} (ht : 0 < t) (htL : t < L) :
    IsCellField σ t L (slabField σ t L) ∧ ∀ E, IsCellField σ t L E →
      EqOn E (slabField σ t L) (Icc (-(L / 2)) (L / 2)) ∧
      cellEnergy L E = π * σ ^ 2 * (L - t) ^ 2 / (6 * L) := by
  refine ⟨slabField_isCellField ht, fun E hE => ?_⟩
  have hu := cellField_unique ht htL hE (slabField_isCellField ht)
  refine ⟨hu, ?_⟩
  have p := slabField_profile (σ := σ) (L := L) ht
  have h1 : ∫ z in (-(L / 2))..(L / 2), E z ^ 2 =
      ∫ z in (-(L / 2))..(L / 2), slabField σ t L z ^ 2 :=
    intervalIntegral.integral_congr (fun z hz => by
      rw [uIcc_of_le (by linarith)] at hz
      simp only [hu hz])
  have hi : ∀ a b, IntervalIntegrable (fun z => slabField σ t L z ^ 2)
      MeasureTheory.volume a b :=
    fun a b => ((slabField_continuous σ t L).pow 2).intervalIntegrable a b
  -- split the cell at the slab faces and integrate each linear piece
  have s1 := intervalIntegral.integral_add_adjacent_intervals
    (hi (-(L / 2)) (-(t / 2))) (hi (-(t / 2)) (t / 2))
  have s2 := intervalIntegral.integral_add_adjacent_intervals
    (hi (-(L / 2)) (t / 2)) (hi (t / 2) (L / 2))
  have hl : ∫ z in (-(L / 2))..(-(t / 2)), slabField σ t L z ^ 2 =
      ∫ z in (-(L / 2))..(-(t / 2)), (-(4 * π * σ / L) * z + -(2 * π * σ)) ^ 2 :=
    intervalIntegral.integral_congr (fun z hz => by
      rw [uIcc_of_le (by linarith)] at hz
      simp only [(p z).1 hz.2]
      ring)
  have hm : ∫ z in (-(t / 2))..(t / 2), slabField σ t L z ^ 2 =
      ∫ z in (-(t / 2))..(t / 2), (4 * π * σ * (1 / t - 1 / L) * z + 0) ^ 2 :=
    intervalIntegral.integral_congr (fun z hz => by
      rw [uIcc_of_le (by linarith)] at hz
      simp only [(p z).2.1 hz.1 hz.2, add_zero])
  have hr : ∫ z in (t / 2)..(L / 2), slabField σ t L z ^ 2 =
      ∫ z in (t / 2)..(L / 2), (-(4 * π * σ / L) * z + 2 * π * σ) ^ 2 :=
    intervalIntegral.integral_congr (fun z hz => by
      rw [uIcc_of_le (by linarith)] at hz
      simp only [(p z).2.2 hz.1]
      ring)
  rw [integral_affine_sq] at hl hm hr
  have hL : L ≠ 0 := (ht.trans htL).ne'
  have ht' : t ≠ 0 := ht.ne'
  have hpi : π ≠ 0 := Real.pi_ne_zero
  rw [cellEnergy, h1, ← s2, ← s1, hl, hm, hr]
  field_simp
  ring
```

Q: You never required the field to be equal at the two edges of the cell.

A: That isn't needed as a hypothesis. The explicit formula gives zero at both edges, so the edge values match.

```lean
/-- Every cell field vanishes at both edges of the cell. -/
theorem cellField_edges {σ t L : ℝ} {E : ℝ → ℝ} (ht : 0 < t) (htL : t < L)
    (hE : IsCellField σ t L E) : E (-(L / 2)) = 0 ∧ E (L / 2) = 0 := by
  have hu := ((slab_cell_energy ht htL).2 E hE).1
  have p := slabField_profile (σ := σ) (L := L) ht
  have hL : L ≠ 0 := (ht.trans htL).ne'
  have e : L / 2 / L = 1 / 2 := by field_simp
  constructor
  · rw [hu ⟨le_rfl, by linarith⟩, (p _).1 (by linarith), neg_div, e]
    ring
  · rw [hu ⟨by linarith, le_rfl⟩, (p _).2.2 (by linarith), e]
    ring
```

Q: How does the energy grow as the cell gets longer?

A: Fix $\sigma$ and $t$, and choose one admissible field `E L` for each $L>t$. Since $(L-t)^2/L=L-2t+t^2/L$, the energy differs from the line $\tfrac{\pi\sigma^2}{6}(L-2t)$ by $\pi\sigma^2t^2/(6L)$, which tends to zero. If $\sigma\neq0$ the line has positive slope, so the energy tends to infinity.

```lean
/-- At fixed slab, the energy per area approaches the straight line `(πσ²/6)(L - 2t)` as the
cell length `L` grows. -/
theorem cellEnergy_asymptote {σ t : ℝ} (ht : 0 < t) (E : ℝ → ℝ → ℝ)
    (hE : ∀ L, t < L → IsCellField σ t L (E L)) :
    Tendsto (fun L => cellEnergy L (E L) - π * σ ^ 2 / 6 * (L - 2 * t)) atTop (𝓝 0) := by
  have h : Tendsto (fun L : ℝ => π * σ ^ 2 * t ^ 2 / 6 / L) atTop (𝓝 0) :=
    tendsto_const_nhds.div_atTop tendsto_id
  refine h.congr' ?_
  filter_upwards [eventually_gt_atTop t] with L hL
  have hL0 : L ≠ 0 := (ht.trans hL).ne'
  rw [((slab_cell_energy (σ := σ) ht hL).2 _ (hE L hL)).2]
  field_simp
  ring

/-- For a slab with nonzero charge the energy per area grows without bound with the cell
length. -/
theorem cellEnergy_diverges {σ t : ℝ} (hσ : σ ≠ 0) (ht : 0 < t) (E : ℝ → ℝ → ℝ)
    (hE : ∀ L, t < L → IsCellField σ t L (E L)) :
    Tendsto (fun L => cellEnergy L (E L)) atTop atTop := by
  have hpos : 0 < π * σ ^ 2 / 6 := by positivity
  have h2 : Tendsto (fun L : ℝ => π * σ ^ 2 / 6 * (L + -(2 * t))) atTop atTop :=
    (tendsto_atTop_add_const_right _ (-(2 * t)) tendsto_id).const_mul_atTop hpos
  exact ((cellEnergy_asymptote ht E hE).add_atTop h2).congr (fun L => by ring)

end

end ChargedSlabCell
```

```lean
#print axioms ChargedSlabCell.cellField_edges
-- 'ChargedSlabCell.cellField_edges' depends on axioms: [propext, Classical.choice, Quot.sound]
#print axioms ChargedSlabCell.cellEnergy_diverges
-- 'ChargedSlabCell.cellEnergy_diverges' depends on axioms: [propext, Classical.choice, Quot.sound]
```

Q: Where would I meet this in a calculation?

A: In a plane-wave calculation of a charged slab. Setting the $\mathbf G=0$ component of the total electrostatic potential, from electrons and ions together, to zero amounts to adding the uniform background. For this rigid, laterally uniform slab, adding vacuum then does not converge the energy per area. A real surface also has atomic structure and a charge density that responds to the field, and the model has neither.
